# Pair densities of N equally spaced Gaussians of one exponent on a line span 2N − 1 dimensions

Place three Gaussians of the same exponent $a>0$ at $0$, $h$ and $2h$ on a line, with $h>0$, and multiply the two outer ones:

$$e^{-ax^2}\,e^{-a(x-2h)^2}=e^{-2ah^2}\,\bigl(e^{-a(x-h)^2}\bigr)^2 .$$

To check this, add the exponents: $x^2+(x-2h)^2=2(x-h)^2+2h^2$. The density shared by the outer sites is therefore a constant times the density of the middle site. Three orbitals give six pair products, but at most five of them are linearly independent.

For a chain of $N\ge 1$ such Gaussians, the $N(N+1)/2$ products span a space of dimension exactly $2N-1$. They are linearly dependent as soon as $N\ge 3$. Density fitting and Cholesky decomposition exploit redundancy among orbital products; in this one-dimensional model with a single exponent and equal spacing, the redundancy is exact and can be counted.

```lean
import Mathlib

open Matrix

namespace GaussianChainPairDensities

noncomputable section
```

## Orbitals, densities and the pair space

The orbital on site $k$ is $\chi_k(x)=e^{-a(x-kh)^2}$, with $k=0,\dots,N-1$. It is a real function on the line, written without its normalisation constant.

```lean
/-- The unnormalised s-type Gaussian of exponent `a` centred at `c` on the line. -/
def gaussian (a c : ℝ) : ℝ → ℝ := fun x => Real.exp (-a * (x - c) ^ 2)
```

The general `gaussian a c` has exponent `a` and centre `c`, so $\chi_k$ is `gaussian a (k * h)`. Normalising in the $L^2$ sense would multiply each orbital by $(2a/\pi)^{1/4}$ and each product of two orbitals by the common factor $(2a/\pi)^{1/2}$. Neither the span nor any linear relation among the products would change.

The pair density of sites $k$ and $l$ is $\rho_{kl}(x)=\chi_k(x)\chi_l(x)$.

```lean
/-- The pair density of the Gaussians on sites `k` and `l` of a chain with spacing `h`. -/
def pairDensity (a h : ℝ) (k l : ℕ) : ℝ → ℝ :=
  fun x => gaussian a (k * h) x * gaussian a (l * h) x
```

The midpoint of sites $k$ and $l$ is $(k+l)h/2$, which lies on a grid of half the spacing. On that grid we put auxiliary Gaussians of twice the exponent, $G_m(x)=e^{-2a(x-mh/2)^2}$.

```lean
/-- The auxiliary Gaussian of doubled exponent centred at `m` half-spacings. -/
def auxGaussian (a h : ℝ) (m : ℕ) : ℝ → ℝ := gaussian (2 * a) (m * h / 2)
```

Since $\rho_{kl}=\rho_{lk}$, each unordered pair should be counted once. We choose a site $l<N$ and then a site $k\le l$.

```lean
/-- Unordered pairs of sites of an `N`-site chain: a site `l < N` and a site `k ≤ l`. -/
abbrev SitePair (N : ℕ) := Σ l : Fin N, Fin (l.val + 1)
```

An element `p` of `SitePair N` carries $l$ in `p.1` and $k$ in `p.2`. The type `Fin (l.val + 1)` contains the values $0,\dots,l$, which include the diagonal case $k=l$. The family of densities assigns $\rho_{kl}$ to each such pair.

```lean
/-- The family of all pair densities of the chain, one for each unordered pair of sites. -/
def chainDensity (a h : ℝ) (N : ℕ) (p : SitePair N) : ℝ → ℝ :=
  pairDensity a h p.2.val p.1.val
```

The pair space consists of all finite real linear combinations of these densities.

```lean
/-- The real function space spanned by the pair densities of the chain. -/
def pairSpace (a h : ℝ) (N : ℕ) : Submodule ℝ (ℝ → ℝ) :=
  Submodule.span ℝ (Set.range (chainDensity a h N))
```

It is a subspace of all functions $\mathbb R\to\mathbb R$, so linear dependence means an identity that holds at every point $x$. No inner product or interaction kernel enters.

## The product of two Gaussians sits at their midpoint

Completing the square gives

$$(x-kh)^2+(x-lh)^2=2\left(x-\frac{(k+l)h}{2}\right)^2+\frac{(k-l)^2h^2}{2}.$$

Multiplying by $-a$ and exponentiating,

$$\rho_{kl}=e^{-ah^2(k-l)^2/2}\,G_{k+l}.$$

The prefactor is the overlap integral of the two orbitals after normalisation. Apart from this positive number, the density depends on $k$ and $l$ only through their sum.

```lean
/-- Gaussian product rule: a pair density is a positive constant times the auxiliary Gaussian at the
midpoint of the two sites. -/
theorem pairDensity_eq_smul (a h : ℝ) (k l : ℕ) :
    pairDensity a h k l =
      Real.exp (-(a * h ^ 2 * ((k : ℝ) - l) ^ 2 / 2)) • auxGaussian a h (k + l) := by
  funext x
  simp only [pairDensity, auxGaussian, gaussian, Pi.smul_apply, smul_eq_mul, ← Real.exp_add]
  congr 1
  push_cast
  ring
```

The proof fixes a point $x$, merges the exponentials with `Real.exp_add`, and reduces the claim to equality of the exponents. `ring` then verifies the completed square.

Two pairs with the same sum have proportional densities. The pairs $(k,k+2)$ and $(k+1,k+1)$ both have sum $2k+2$, with prefactors $e^{-2ah^2}$ and $1$. Hence

$$\rho_{k,k+2}=e^{-2ah^2}\rho_{k+1,k+1},$$

which is the opening identity moved along the chain.

```lean
/-- The density of two second neighbours is `exp (-2 a h²)` times the density of the site
between them. -/
theorem second_neighbour_density (a h : ℝ) (k : ℕ) :
    pairDensity a h k (k + 2) =
      Real.exp (-(2 * a * h ^ 2)) • pairDensity a h (k + 1) (k + 1) := by
  funext x
  simp only [pairDensity, gaussian, Pi.smul_apply, smul_eq_mul, ← Real.exp_add]
  congr 1
  push_cast
  ring
```

Lean checks this directly by the same comparison of exponents. Both identities are algebraic and need no sign condition on $a$ or $h$.

## Auxiliary Gaussians on the half-spaced grid are independent

Suppose that $\sum_{m=0}^{n-1}g_mG_m=0$ as a function. Expanding the square in the exponent separates the dependence on $m$:

$$G_m(x)=e^{-2ax^2}\,\bigl(e^{2ahx}\bigr)^m\,e^{-ah^2m^2/2}.$$

Evaluate the sum at the points $x=j$ for $j=0,\dots,n-1$, and divide by the nonzero factor $e^{-2aj^2}$. With $t_j=e^{2ahj}$ and $v_m=g_me^{-ah^2m^2/2}$, this gives

$$\sum_{m=0}^{n-1}t_j^{\,m}v_m=0,\qquad j=0,\dots,n-1.$$

The matrix $t_j^{\,m}$ is a Vandermonde matrix. Its determinant is nonzero because the nodes $t_j$ are distinct, which holds since $2ah\ne0$. All $v_m$ therefore vanish, and so do all $g_m$.

```lean
/-- For `a > 0` and `h > 0`, the first `n` auxiliary Gaussians, those with `m < n`, are linearly
independent. -/
theorem auxGaussian_linearIndependent {a h : ℝ} (ha : 0 < a) (hh : 0 < h) (n : ℕ) :
    LinearIndependent ℝ (fun m : Fin n => auxGaussian a h m.val) := by
  rw [Fintype.linearIndependent_iff]
  intro g hg
  -- the Vandermonde nodes are distinct
  have hinj : Function.Injective (fun j : Fin n => Real.exp (2 * a * h * (j.val : ℝ))) := by
    intro i j hij
    have h0 : Real.exp (2 * a * h * (i.val : ℝ)) = Real.exp (2 * a * h * (j.val : ℝ)) := hij
    have h1 := Real.exp_injective h0
    have hne : 2 * a * h ≠ 0 := by positivity
    have h2 : (i.val : ℝ) = (j.val : ℝ) := mul_left_cancel₀ hne h1
    exact Fin.ext (by exact_mod_cast h2)
  -- sampling the vanishing combination at x = j gives a Vandermonde system
  have hv : Matrix.vandermonde (fun j : Fin n => Real.exp (2 * a * h * (j.val : ℝ))) *ᵥ
      (fun m : Fin n => g m * Real.exp (-(a * h ^ 2 * (m.val : ℝ) ^ 2 / 2))) = 0 := by
    funext j
    have hx := congrFun hg (j.val : ℝ)
    simp only [Finset.sum_apply, Pi.smul_apply, smul_eq_mul, Pi.zero_apply] at hx
    have key : ∀ m : Fin n, g m * auxGaussian a h m.val (j.val : ℝ) =
        Real.exp (-(2 * a * (j.val : ℝ) ^ 2)) *
          (Real.exp (2 * a * h * (j.val : ℝ)) ^ m.val *
            (g m * Real.exp (-(a * h ^ 2 * (m.val : ℝ) ^ 2 / 2)))) := by
      intro m
      have e : auxGaussian a h m.val (j.val : ℝ) =
          Real.exp (-(2 * a * (j.val : ℝ) ^ 2)) *
            Real.exp (2 * a * h * (j.val : ℝ)) ^ m.val *
            Real.exp (-(a * h ^ 2 * (m.val : ℝ) ^ 2 / 2)) := by
        rw [← Real.exp_nat_mul, ← Real.exp_add, ← Real.exp_add]
        simp only [auxGaussian, gaussian]
        congr 1
        ring
      rw [e]
      ring
    rw [Finset.sum_congr rfl (fun m _ => key m), ← Finset.mul_sum] at hx
    have hs := (mul_eq_zero.mp hx).resolve_left (Real.exp_ne_zero _)
    simp only [Matrix.mulVec, dotProduct, Matrix.vandermonde_apply, Pi.zero_apply]
    exact hs
  have hz := Matrix.eq_zero_of_mulVec_eq_zero
    (Matrix.det_vandermonde_ne_zero_iff.mpr hinj) hv
  intro m
  have hm : g m * Real.exp (-(a * h ^ 2 * (m.val : ℝ) ^ 2 / 2)) = 0 := congrFun hz m
  exact (mul_eq_zero.mp hm).resolve_right (Real.exp_ne_zero _)
```

In the proof, `hinj` states that the nodes are distinct, and `key` is the factorisation of each term at $x=j$. The fact `hv` collects the sampled equations into a matrix acting on the vector $v$. Mathlib's determinant criterion for Vandermonde matrices then gives $v=0$, and the last lines remove the nonzero exponential weights. The sample points are the numbers $0,1,2,\dots$, whatever the value of $h$; they need not be sites of the chain.

The hypotheses have a direct physical meaning: $a>0$ makes the orbitals localised, and $h>0$ puts different sites at different places.

## The densities reach every half-spaced centre from 0 to 2N − 2

For $k\le l\le N-1$, the sum $k+l$ lies between $0$ and $2N-2$. By the product rule, each density is thus a multiple of one of the $2N-1$ functions $G_0,\dots,G_{2N-2}$.

Conversely, every $m$ in this range splits as

$$m=\lfloor m/2\rfloor+\lfloor (m+1)/2\rfloor .$$

Both terms are site labels, since $m\le 2N-2$ implies $\lfloor(m+1)/2\rfloor\le N-1$. The density of those two sites is a positive multiple of $G_m$, so $G_m$ lies in the pair space. The two spans coincide.

```lean
/-- The pair densities span the same space as the auxiliary Gaussians on the half-spaced
grid `m = 0, ..., 2N - 2`. -/
theorem pairSpace_eq_span_aux (a h : ℝ) (N : ℕ) :
    pairSpace a h N =
      Submodule.span ℝ (Set.range (fun m : Fin (2 * N - 1) => auxGaussian a h m.val)) := by
  apply le_antisymm
  · refine Submodule.span_le.mpr ?_
    rintro _ ⟨⟨l, k⟩, rfl⟩
    have hl := l.isLt
    have hk := k.isLt
    change pairDensity a h k.val l.val ∈ Submodule.span ℝ _
    rw [pairDensity_eq_smul]
    exact Submodule.smul_mem _ _
      (Submodule.subset_span ⟨⟨k.val + l.val, by omega⟩, rfl⟩)
  · refine Submodule.span_le.mpr ?_
    rintro _ ⟨m, rfl⟩
    have hm := m.isLt
    -- split m into two nearly equal site labels
    have hmem : pairDensity a h (m.val / 2) ((m.val + 1) / 2) ∈ pairSpace a h N :=
      Submodule.subset_span
        ⟨⟨⟨(m.val + 1) / 2, by omega⟩, ⟨m.val / 2, by simp only; omega⟩⟩, rfl⟩
    have hsum : m.val / 2 + (m.val + 1) / 2 = m.val := by omega
    rw [pairDensity_eq_smul, hsum] at hmem
    exact (Submodule.smul_mem_iff _ (Real.exp_ne_zero _)).mp hmem
```

The two bullets of the proof are the two inclusions. The first applies the product rule to an arbitrary pair. The second builds the pair obtained by splitting $m$, then uses `Submodule.smul_mem_iff` to divide out its nonzero prefactor. `omega` settles the integer inequalities. At $N=0$ the natural-number expression `2 * N - 1` is $0$, and both spans are the zero space.

In the language of density fitting, the $2N-1$ auxiliary Gaussians form an exact fitting basis for the densities of this chain.

## Dimension 2N − 1, with three sites worked out

The functions $G_0,\dots,G_{2N-2}$ span the pair space and are independent, so they form a basis of it. If $d$ is the dimension of the pair space, then $d=2N-1$, or equivalently $d+1=2N$.

```lean
/-- For `a > 0` and `h > 0`, the pair densities of a chain of `N ≥ 1` Gaussians of common exponent
`a` and equal spacing `h` span a space of dimension exactly `2N - 1`. -/
theorem finrank_pairSpace {a h : ℝ} (ha : 0 < a) (hh : 0 < h) {N : ℕ} (hN : 1 ≤ N) :
    Module.finrank ℝ (pairSpace a h N) + 1 = 2 * N := by
  rw [pairSpace_eq_span_aux, finrank_span_eq_card (auxGaussian_linearIndependent ha hh _),
    Fintype.card_fin]
  omega
```

`Module.finrank` is the dimension. The proof replaces the pair space by the span of the auxiliary functions and counts them. The form $d+1=2N$ avoids subtraction in the natural numbers. The hypothesis `hN` is needed: an empty chain has $d=0$, and $0+1\neq0$.

For a numerical instance, take $N=3$, $h=1$ and $a=\tfrac12\ln2$. Then $\chi_k(x)=2^{-(x-k)^2/2}$ and $G_m(x)=2^{-(x-m/2)^2}$, and the product rule reads $\rho_{kl}=2^{-(k-l)^2/4}G_{k+l}$. The six densities are

$$\rho_{00}=G_0,\quad \rho_{01}=2^{-1/4}G_1,\quad \rho_{11}=G_2,$$
$$\rho_{02}=\tfrac12G_2,\quad \rho_{12}=2^{-1/4}G_3,\quad \rho_{22}=G_4 .$$

Five auxiliary functions appear, and the single redundancy is $\rho_{02}=\tfrac12\rho_{11}$. At $x=0$, for example, $\rho_{02}=1\cdot2^{-2}=\tfrac14$ and $\rho_{11}=(2^{-1/2})^2=\tfrac12$. With normalised orbitals both values are multiplied by $(\ln2/\pi)^{1/2}\approx0.470$, giving about $0.117$ and $0.235$, with the same ratio. The Vandermonde nodes for the five auxiliary functions are $1,2,4,8,16$, which are visibly distinct.

## Independence ends at two sites

Site $l$ contributes $l+1$ pairs, so the number of unordered pairs is

$$\sum_{l=0}^{N-1}(l+1)=\frac{N(N+1)}2 .$$

```lean
/-- Twice the number of unordered site pairs is `N (N + 1)`. -/
theorem two_mul_card_sitePair (N : ℕ) : 2 * Fintype.card (SitePair N) = N * (N + 1) := by
  rw [Fintype.card_sigma]
  simp only [Fintype.card_fin]
  rw [Fin.sum_univ_eq_sum_range (fun i => i + 1) N]
  induction N with
  | zero => simp
  | succ n ih =>
    rw [Finset.sum_range_succ, mul_add, ih]
    ring
```

The Lean statement is doubled to avoid a division. The cardinality of the pair type becomes this sum, which is evaluated by induction on $N$.

A finite family is linearly independent exactly when its number of members equals the dimension of its span. For $N\ge1$ the difference is

$$\frac{N(N+1)}2-(2N-1)=\frac{(N-1)(N-2)}2 .$$

It vanishes at $N=1$ and $N=2$, and is positive for every $N\ge3$. For $N=0$ there are no densities, and the empty family is independent. Hence the densities are independent if and only if $N\le2$.

```lean
/-- For `a > 0` and `h > 0`, the pair densities of the chain are linearly independent if and only if
it has at most two sites. -/
theorem chainDensity_linearIndependent_iff {a h : ℝ} (ha : 0 < a) (hh : 0 < h) (N : ℕ) :
    LinearIndependent ℝ (chainDensity a h N) ↔ N ≤ 2 := by
  rcases Nat.eq_zero_or_pos N with h0 | hN
  · subst h0
    have : IsEmpty (SitePair 0) := ⟨fun p => p.1.elim0⟩
    exact ⟨fun _ => by omega, fun _ => linearIndependent_empty_type⟩
  · -- compare the number of densities with the dimension of their span
    have hd : Set.finrank ℝ (Set.range (chainDensity a h N)) + 1 = 2 * N :=
      finrank_pairSpace ha hh hN
    have hc := two_mul_card_sitePair N
    rw [linearIndependent_iff_card_eq_finrank_span]
    constructor
    · intro he
      rw [he] at hc
      by_contra hlt
      have h3 : 3 ≤ N := by omega
      nlinarith [Nat.mul_le_mul_right N h3]
    · intro h2
      have hcases : N = 1 ∨ N = 2 := by omega
      rcases hcases with h1 | h1
      · have hp : N * (N + 1) = 2 := by rw [h1]
        omega
      · have hp : N * (N + 1) = 6 := by rw [h1]
        omega

end

end GaussianChainPairDensities
```

The proof treats the empty chain first. For a nonempty chain, `linearIndependent_iff_card_eq_finrank_span` turns independence into the equality of count and dimension. If $N\ge3$, that equality would require $N(N+1)=4N-2$, whereas $N^2\ge3N$ gives $N(N+1)\ge4N$; `nlinarith` finds this contradiction. In the other direction, the cases $N=1$ and $N=2$ have one density in one dimension and three densities in three dimensions.

These results concern identical s-type Gaussians at equal spacing on a line. They do not treat mixed exponents, higher angular momentum, irregular geometries or orbitals in three dimensions. They also concern exact dependence only: how nearly dependent the densities become numerically, and hence how many vectors a Cholesky decomposition with a finite threshold would keep, is a separate question.

```lean
#print axioms GaussianChainPairDensities.second_neighbour_density
#print axioms GaussianChainPairDensities.finrank_pairSpace
#print axioms GaussianChainPairDensities.chainDensity_linearIndependent_iff
```

```
'GaussianChainPairDensities.second_neighbour_density' depends on axioms: [propext, Classical.choice, Quot.sound]
'GaussianChainPairDensities.finrank_pairSpace' depends on axioms: [propext, Classical.choice, Quot.sound]
'GaussianChainPairDensities.chainDensity_linearIndependent_iff' depends on axioms: [propext, Classical.choice, Quot.sound]
```
